# Joint localization of two orthogonal band groups never increases the minimal one-dimensional spread

Let \(P_1,P_2\) be orthogonal projectors with \(P_1P_2=0\) on a finite-dimensional one-particle space, and let \(X\) be a Hermitian position matrix. Write \(S_{\min}(P)\) for the smallest total variance of \(X\) over orthonormal bases of the range of \(P\). Then

\[
S_{\min}(P_1+P_2)=S_{\min}(P_1)+S_{\min}(P_2)-2\|P_1XP_2\|_F^2 ,
\]

where \(\|A\|_F^2=\sum_{ij}|A_{ij}|^2\). The minimum is unchanged exactly when \(P_1XP_2=0\). For a single position component in a finite, non-interacting model with open boundaries, this gives the reduction in the minimal total spread when two band groups are Wannierized together instead of separately.

## Orbitals and their spread

```lean
import Mathlib

open Matrix Finset

namespace JointWannierLocalization

noncomputable section

variable {n m : Type*} [Fintype n] [DecidableEq n] [Fintype m] [DecidableEq m]
```

The type `n` labels the basis states of the one-particle space, for example sites, and `m` labels orbitals.

```lean
/-- An orthogonal projector: a Hermitian idempotent matrix. -/
def IsProjector (P : Matrix n n ℂ) : Prop := P.IsHermitian ∧ P * P = P
```

A band group enters only through its projector: \(P^\dagger=P\) and \(P^2=P\). No lattice periodicity is assumed.

```lean
/-- The columns of `W` are orthonormal orbitals that span the range of the projector `P`. -/
def IsWannierBasis (P : Matrix n n ℂ) (W : Matrix n m ℂ) : Prop :=
  Wᴴ * W = 1 ∧ W * Wᴴ = P
```

The orbitals are the columns of \(W\), and `Wᴴ` is \(W^\dagger\). The condition \(W^\dagger W=1\) makes them orthonormal, and \(WW^\dagger=P\) makes them span the band group. They need not be translates of one another.

```lean
/-- For Hermitian `X` and normalized columns of `W`, the total spread `∑ (⟨X²⟩ - ⟨X⟩²)` of these
orbitals. In general, the real parts of `⟨X²⟩` and `⟨X⟩` are used. -/
def spread (X : Matrix n n ℂ) (W : Matrix n m ℂ) : ℝ :=
  ∑ j, (((Wᴴ * (X * X) * W) j j).re - ((Wᴴ * X * W) j j).re ^ 2)
```

This is \(\sum_j\big(\langle X^2\rangle_j-\langle X\rangle_j^2\big)\). The `.re` takes the real part of numbers that are already real when \(X\) is Hermitian.

```lean
/-- The spreads of all Wannier bases of the band group `P`. -/
def spreads (X P : Matrix n n ℂ) : Set ℝ :=
  {s | ∃ (r : ℕ) (W : Matrix n (Fin r) ℂ), IsWannierBasis P W ∧ spread X W = s}
```

This set collects the spreads of all Wannier bases of \(P\). The number of orbitals `r` is left free, but the two conditions on \(W\) force it to be the rank of \(P\).

```lean
/-- The minimal spread of the band group `P`: the infimum over its Wannier bases. -/
def minimalSpread (X P : Matrix n n ℂ) : ℝ := sInf (spreads X P)
```

\(S_{\min}(P)\) is defined as an infimum; that it is attained is proved below.

```lean
/-- The gauge-invariant spread `I(P)`, the real part of `tr (P X (1 - P) X)`. -/
def invariantSpread (X P : Matrix n n ℂ) : ℝ := (trace (P * X * (1 - P) * X)).re
```

\(I(P)=\mathrm{Re}\,\mathrm{tr}\big(PX(1-P)X\big)\) depends on the projector alone, not on the choice of orbitals.

```lean
/-- The squared Frobenius norm of a matrix. -/
def frobSq (A : Matrix m m ℂ) : ℝ := ∑ i, ∑ j, ‖A i j‖ ^ 2
```

`frobSq` is \(\|A\|_F^2\), already squared.

```lean
omit [DecidableEq m] in
/-- The squared Frobenius norm is the trace of `A Aᴴ`. -/
theorem frobSq_eq_trace (A : Matrix m m ℂ) : frobSq A = (trace (A * Aᴴ)).re := by
  simp only [frobSq, trace, diag_apply, mul_apply, conjTranspose_apply, Complex.re_sum]
  refine sum_congr rfl fun i _ => sum_congr rfl fun j _ => ?_
  rw [Complex.star_def, Complex.mul_conj, Complex.ofReal_re, Complex.normSq_eq_norm_sq]
```

Since \((AA^\dagger)_{ii}=\sum_j A_{ij}A_{ij}^*\), summing over \(i\) gives \(\|A\|_F^2=\mathrm{tr}(AA^\dagger)\).

## The invariant part and the off-diagonal part

```lean
/-- For Hermitian `X`, the spread of a set of orbitals is the invariant spread of `W Wᴴ` plus
the squared off-diagonal position matrix elements between the orbitals. -/
theorem spread_eq {X : Matrix n n ℂ} (hX : X.IsHermitian) (W : Matrix n m ℂ) :
    spread X W = invariantSpread X (W * Wᴴ)
      + ∑ i, ∑ j ∈ univ.erase i, ‖(Wᴴ * X * W) i j‖ ^ 2 := by
  have hA : (Wᴴ * X * W)ᴴ = Wᴴ * X * W := by
    simp only [conjTranspose_mul, conjTranspose_conjTranspose, hX.eq, Matrix.mul_assoc]
  -- cyclicity turns the invariant part into traces over the orbitals
  have ht : trace (W * Wᴴ * X * (1 - W * Wᴴ) * X)
      = trace (Wᴴ * (X * X) * W) - trace ((Wᴴ * X * W) * (Wᴴ * X * W)ᴴ) := by
    have e : W * Wᴴ * X * (1 - W * Wᴴ) * X
        = W * (Wᴴ * (X * X)) - W * (Wᴴ * X * W * (Wᴴ * X)) := by
      simp only [Matrix.mul_sub, Matrix.sub_mul, Matrix.mul_one, Matrix.mul_assoc]
    rw [e, trace_sub, trace_mul_comm W (Wᴴ * (X * X)),
      trace_mul_comm W (Wᴴ * X * W * (Wᴴ * X)), hA]
    simp only [Matrix.mul_assoc]
  -- the orbital centres are real
  have hd : ∀ j, ((Wᴴ * X * W) j j).re ^ 2 = ‖(Wᴴ * X * W) j j‖ ^ 2 := by
    intro j
    have h := congrFun (congrFun hA j) j
    rw [conjTranspose_apply] at h
    have him := Complex.conj_eq_iff_im.mp h
    rw [Complex.sq_norm, Complex.normSq_apply, him]
    ring
  have hoff : ∑ i, ∑ j ∈ univ.erase i, ‖(Wᴴ * X * W) i j‖ ^ 2
      = frobSq (Wᴴ * X * W) - ∑ i, ‖(Wᴴ * X * W) i i‖ ^ 2 := by
    rw [frobSq, ← sum_sub_distrib]
    refine sum_congr rfl fun i _ => ?_
    have h := add_sum_erase univ (fun j => ‖(Wᴴ * X * W) i j‖ ^ 2) (mem_univ i)
    linarith
  have htr : (trace (Wᴴ * (X * X) * W)).re = ∑ j, ((Wᴴ * (X * X) * W) j j).re := by
    simp only [trace, diag_apply, Complex.re_sum]
  rw [hoff, invariantSpread, ht, Complex.sub_re, ← frobSq_eq_trace, htr, spread,
    sum_sub_distrib, sum_congr rfl fun j _ => hd j]
  ring
```

Put \(A=W^\dagger XW\), which is Hermitian, and \(Q=WW^\dagger\). Cyclicity of the trace gives

\[
\mathrm{tr}\big(QX(1-Q)X\big)=\mathrm{tr}(W^\dagger X^2W)-\mathrm{tr}(AA^\dagger),
\]

which is the step `ht`. The diagonal elements \(A_{jj}\) are real, so \(A_{jj}^2=|A_{jj}|^2\) (`hd`). Therefore

\[
\mathrm{spread}(W)=\mathrm{tr}(W^\dagger X^2W)-\sum_j|A_{jj}|^2
=I(Q)+\sum_i\sum_{j\ne i}|A_{ij}|^2 .
\]

The step `hoff` separates the diagonal from the full sum, and `univ.erase i` is Lean's way of writing \(j\neq i\).

## The minimum is attained

```lean
/-- A Hermitian matrix has a unitary matrix of eigenvectors with real eigenvalues. -/
theorem exists_eigenbasis {A : Matrix m m ℂ} (hA : A.IsHermitian) :
    ∃ (U : Matrix m m ℂ) (d : m → ℝ), Uᴴ * U = 1 ∧ U * Uᴴ = 1 ∧
      A * U = U * diagonal (fun i => (d i : ℂ)) := by
  have hU : (hA.eigenvectorUnitary : Matrix m m ℂ) * (hA.eigenvectorUnitary : Matrix m m ℂ)ᴴ = 1 :=
    mem_unitaryGroup_iff.mp hA.eigenvectorUnitary.2
  refine ⟨hA.eigenvectorUnitary, hA.eigenvalues, mul_eq_one_comm.mp hU, hU, ?_⟩
  ext i j
  have h := congrFun (hA.mulVec_eigenvectorBasis j) i
  simp only [mulVec, dotProduct, Pi.smul_apply, Complex.real_smul] at h
  rw [mul_diagonal, mul_apply, mul_comm]
  exact h
```

This is the spectral theorem in matrix form: \(AU=UD\) with \(U\) unitary and \(D\) real and diagonal. Mathlib supplies the eigenvectors, and the proof rewrites their eigenvalue equation entry by entry.

```lean
/-- Every orthogonal projector has a Wannier basis. -/
theorem exists_wannierBasis {P : Matrix n n ℂ} (hP : IsProjector P) :
    ∃ (r : ℕ) (W : Matrix n (Fin r) ℂ), IsWannierBasis P W := by
  classical
  obtain ⟨U, d, hU, hU', hd⟩ := exists_eigenbasis hP.1
  have hD : diagonal (fun i => (d i : ℂ)) = Uᴴ * (P * U) := by
    rw [hd, ← Matrix.mul_assoc, hU, Matrix.one_mul]
  -- the eigenvalues of a projector are 0 and 1
  have h01 : ∀ i, d i = 0 ∨ d i = 1 := by
    intro i
    have h : diagonal (fun i => (d i : ℂ)) * diagonal (fun i => (d i : ℂ))
        = diagonal (fun i => (d i : ℂ)) := by
      calc _ = Uᴴ * (P * U) * diagonal (fun i => (d i : ℂ)) := by rw [← hD]
        _ = Uᴴ * (P * (U * diagonal (fun i => (d i : ℂ)))) := by simp only [Matrix.mul_assoc]
        _ = Uᴴ * (P * P * U) := by rw [← hd, Matrix.mul_assoc P P U]
        _ = _ := by rw [hP.2, ← hD]
    have hi := congrFun (congrFun h i) i
    rw [diagonal_mul_diagonal, diagonal_apply_eq, diagonal_apply_eq] at hi
    have hr : d i * d i = d i := by exact_mod_cast hi
    rcases mul_eq_zero.mp (show d i * (d i - 1) = 0 by linarith) with h0 | h1
    · exact Or.inl h0
    · exact Or.inr (by linarith)
  have hPU : P = U * diagonal (fun i => (d i : ℂ)) * Uᴴ := by
    rw [← hd, Matrix.mul_assoc, hU', Matrix.mul_one]
  -- keep the eigenvectors with eigenvalue 1
  let e := (Fintype.equivFin {i // d i = 1}).symm
  refine ⟨_, U.submatrix id (fun k => (e k).1), ?_, ?_⟩
  · ext k l
    have h := congrFun (congrFun hU (e k).1) (e l).1
    rw [mul_apply] at h ⊢
    refine h.trans ?_
    by_cases hkl : k = l
    · rw [hkl, one_apply_eq, one_apply_eq]
    · rw [one_apply_ne hkl, one_apply_ne fun h' => hkl (e.injective (Subtype.ext h'))]
  · ext i j
    rw [hPU, mul_apply, mul_apply]
    simp only [mul_diagonal, conjTranspose_apply, submatrix_apply, id_eq]
    rw [Equiv.sum_comp e (fun k => U i k.1 * star (U j k.1)),
      ← sum_subtype (univ.filter fun k => d k = 1)
        (show ∀ k, k ∈ univ.filter (fun k => d k = 1) ↔ d k = 1 by simp)
        (fun k => U i k * star (U j k)), sum_filter]
    refine sum_congr rfl fun k _ => ?_
    rcases h01 k with h | h <;> simp [h]
```

Diagonalize \(P\), so that \(D=U^\dagger PU\). From \(P^2=P\) follows \(D^2=D\), so each eigenvalue \(d_i\) is 0 or 1 (`h01`). Keep the columns \(u_k\) of \(U\) with \(d_k=1\). They are orthonormal, and

\[
\sum_{k:\,d_k=1}u_ku_k^\dagger=\sum_k d_k\,u_ku_k^\dagger=UDU^\dagger=P .
\]

In Lean, `e` numbers the retained eigenvectors and `submatrix` selects their columns.

```lean
/-- For Hermitian `X` and a projector `P`, the invariant spread is the smallest spread of any
Wannier basis of `P`, and some Wannier basis attains it. -/
theorem invariantSpread_isLeast {X P : Matrix n n ℂ} (hX : X.IsHermitian)
    (hP : IsProjector P) : IsLeast (spreads X P) (invariantSpread X P) := by
  constructor
  · obtain ⟨r, V, hV, hV'⟩ := exists_wannierBasis hP
    have hA : (Vᴴ * X * V).IsHermitian := by
      simp only [IsHermitian, conjTranspose_mul, conjTranspose_conjTranspose, hX.eq,
        Matrix.mul_assoc]
    -- rotate to the eigenvectors of the projected position
    obtain ⟨U, d, hU, hU', hd⟩ := exists_eigenbasis hA
    have e1 : (V * U)ᴴ * (V * U) = Uᴴ * (Vᴴ * V) * U := by
      simp only [conjTranspose_mul, Matrix.mul_assoc]
    have e2 : (V * U) * (V * U)ᴴ = V * (U * Uᴴ) * Vᴴ := by
      simp only [conjTranspose_mul, Matrix.mul_assoc]
    have e3 : (V * U)ᴴ * X * (V * U) = Uᴴ * (Vᴴ * X * V * U) := by
      simp only [conjTranspose_mul, Matrix.mul_assoc]
    rw [hV, Matrix.mul_one, hU] at e1
    rw [hU', Matrix.mul_one, hV'] at e2
    rw [hd, ← Matrix.mul_assoc Uᴴ U, hU, Matrix.one_mul] at e3
    refine ⟨r, V * U, ⟨e1, e2⟩, ?_⟩
    rw [spread_eq hX, e2, e3, add_eq_left]
    refine sum_eq_zero fun i _ => sum_eq_zero fun j hj => ?_
    rw [diagonal_apply_ne _ (ne_of_mem_erase hj).symm]
    simp
  · rintro s ⟨r, W, hW, rfl⟩
    rw [spread_eq hX, hW.2]
    exact le_add_of_nonneg_right (sum_nonneg fun i _ => sum_nonneg fun j _ => sq_nonneg _)
```

`IsLeast` says two things: \(I(P)\) is the spread of some Wannier basis, and no Wannier basis has a smaller one.

For the first, take any Wannier basis \(V\) of \(P\) and diagonalize the projected position, \((V^\dagger XV)U=UD\). Set \(W=VU\). Then

\[
W^\dagger W=U^\dagger U=1,\qquad WW^\dagger=VUU^\dagger V^\dagger=P,\qquad W^\dagger XW=D .
\]

These are `e1`, `e2` and `e3`. The off-diagonal sum vanishes, so the spread of \(W\) is \(I(P)\).

For the second, every Wannier basis has spread \(I(P)\) plus a sum of squares. With several position components, the projected matrices generally do not commute, and this simultaneous diagonalization is then unavailable.

## Adding two band groups

```lean
/-- For Hermitian `X` and two projectors, the invariant spread of the sum is the sum of the
invariant spreads minus twice the squared Frobenius norm of `P₁ X P₂`. -/
theorem invariantSpread_add {X P₁ P₂ : Matrix n n ℂ} (hX : X.IsHermitian)
    (h₁ : IsProjector P₁) (h₂ : IsProjector P₂) :
    invariantSpread X (P₁ + P₂)
      = invariantSpread X P₁ + invariantSpread X P₂ - 2 * frobSq (P₁ * X * P₂) := by
  have hF : frobSq (P₁ * X * P₂) = (trace (P₁ * X * P₂ * X)).re := by
    have e : P₁ * X * P₂ * (P₁ * X * P₂)ᴴ = P₁ * X * (P₂ * P₂) * X * P₁ := by
      rw [conjTranspose_mul, conjTranspose_mul, h₁.1.eq, hX.eq, h₂.1.eq]
      simp only [Matrix.mul_assoc]
    have e' : P₁ * (P₁ * X * P₂ * X) = P₁ * P₁ * X * P₂ * X := by
      simp only [Matrix.mul_assoc]
    rw [frobSq_eq_trace, e, h₂.2, trace_mul_comm, e', h₁.2]
  -- the two cross terms agree by cyclicity
  have hc : trace (P₂ * X * P₁ * X) = trace (P₁ * X * P₂ * X) := by
    rw [Matrix.mul_assoc (P₂ * X), trace_mul_comm, ← Matrix.mul_assoc]
  have e : (P₁ + P₂) * X * (1 - (P₁ + P₂)) * X = P₁ * X * (1 - P₁) * X
      + P₂ * X * (1 - P₂) * X - P₁ * X * P₂ * X - P₂ * X * P₁ * X := by
    noncomm_ring
  rw [hF, invariantSpread, e, trace_sub, trace_sub, trace_add, hc]
  simp only [invariantSpread, Complex.sub_re, Complex.add_re]
  ring
```

Expanding the product, which `noncomm_ring` does in Lean, gives

\[
\begin{aligned}
(P_1+P_2)X(1-P_1-P_2)X={}&P_1X(1-P_1)X+P_2X(1-P_2)X\\
&-P_1XP_2X-P_2XP_1X .
\end{aligned}
\]

The last two terms have equal traces by cyclicity (`hc`). Each trace is the squared coupling (`hF`), because

\[
\|P_1XP_2\|_F^2=\mathrm{tr}(P_1XP_2P_2XP_1)=\mathrm{tr}(P_1XP_2X).
\]

Taking real parts yields \(I(P_1+P_2)=I(P_1)+I(P_2)-2\|P_1XP_2\|_F^2\). This step does not use \(P_1P_2=0\).

```lean
/-- For Hermitian `X` and mutually orthogonal projectors, joint localization lowers the minimal
spread by twice the squared Frobenius norm of the position coupling `P₁ X P₂`. -/
theorem minimalSpread_add {X P₁ P₂ : Matrix n n ℂ} (hX : X.IsHermitian)
    (h₁ : IsProjector P₁) (h₂ : IsProjector P₂) (h₁₂ : P₁ * P₂ = 0) :
    minimalSpread X (P₁ + P₂)
      = minimalSpread X P₁ + minimalSpread X P₂ - 2 * frobSq (P₁ * X * P₂) := by
  have h₂₁ : P₂ * P₁ = 0 := by
    have h := congrArg conjTranspose h₁₂
    rwa [conjTranspose_mul, h₁.1.eq, h₂.1.eq, conjTranspose_zero] at h
  have h : IsProjector (P₁ + P₂) := by
    refine ⟨h₁.1.add h₂.1, ?_⟩
    rw [Matrix.add_mul, Matrix.mul_add, Matrix.mul_add, h₁.2, h₂.2, h₁₂, h₂₁, add_zero, zero_add]
  simp only [minimalSpread, (invariantSpread_isLeast hX h).csInf_eq,
    (invariantSpread_isLeast hX h₁).csInf_eq, (invariantSpread_isLeast hX h₂).csInf_eq]
  exact invariantSpread_add hX h₁ h₂
```

Here orthogonality enters. The adjoint of \(P_1P_2=0\) is \(P_2P_1=0\), so \((P_1+P_2)^2=P_1+P_2\) and the sum is again a projector. The three minimal spreads may then be replaced by the three values of \(I\) (`csInf_eq`), and the previous identity finishes the proof.

```lean
/-- For Hermitian `X` and mutually orthogonal projectors, joint localization never increases the
minimal spread, and leaves it unchanged exactly when `P₁ X P₂ = 0`. -/
theorem minimalSpread_add_le_and_eq_iff {X P₁ P₂ : Matrix n n ℂ} (hX : X.IsHermitian)
    (h₁ : IsProjector P₁) (h₂ : IsProjector P₂) (h₁₂ : P₁ * P₂ = 0) :
    minimalSpread X (P₁ + P₂) ≤ minimalSpread X P₁ + minimalSpread X P₂ ∧
    (minimalSpread X (P₁ + P₂) = minimalSpread X P₁ + minimalSpread X P₂ ↔
      P₁ * X * P₂ = 0) := by
  have h := minimalSpread_add hX h₁ h₂ h₁₂
  have h0 : 0 ≤ frobSq (P₁ * X * P₂) :=
    sum_nonneg fun i _ => sum_nonneg fun j _ => sq_nonneg _
  refine ⟨by linarith, fun heq => ?_, fun hz => ?_⟩
  · have hF : frobSq (P₁ * X * P₂) = 0 := by linarith
    ext i j
    have hi := (sum_eq_zero_iff_of_nonneg
      (fun i _ => sum_nonneg fun j _ => sq_nonneg _)).mp hF i (mem_univ i)
    have hj := (sum_eq_zero_iff_of_nonneg (fun j _ => sq_nonneg _)).mp hi j (mem_univ j)
    exact norm_eq_zero.mp (pow_eq_zero_iff two_ne_zero |>.mp hj)
  · rw [h, hz]
    simp [frobSq]
```

The squared norm is non-negative, which gives the inequality. Equality forces \(\|P_1XP_2\|_F^2=0\); a vanishing sum of non-negative terms has every term zero, so every entry of \(P_1XP_2\) vanishes. The converse is substitution.

## Two coupled states

```lean
/-- Two one-dimensional projectors on a two-level system, with a Hermitian `X` that couples them,
meet all the hypotheses and have coupling strength one. -/
theorem minimalSpread_add_witness :
    IsProjector (!![1, 0; 0, 0] : Matrix (Fin 2) (Fin 2) ℂ) ∧
    IsProjector (!![0, 0; 0, 1] : Matrix (Fin 2) (Fin 2) ℂ) ∧
    (!![1, 0; 0, 0] * !![0, 0; 0, 1] : Matrix (Fin 2) (Fin 2) ℂ) = 0 ∧
    (!![0, 1; 1, 0] : Matrix (Fin 2) (Fin 2) ℂ).IsHermitian ∧
    frobSq (!![1, 0; 0, 0] * !![0, 1; 1, 0] * !![0, 0; 0, 1] : Matrix (Fin 2) (Fin 2) ℂ) = 1 := by
  refine ⟨⟨?_, ?_⟩, ⟨?_, ?_⟩, ?_, ?_, ?_⟩
  on_goal 7 => simp [frobSq, Matrix.mul_apply, Fin.sum_univ_succ]
  all_goals
    ext i j
    fin_cases i <;> fin_cases j <;> simp [Matrix.mul_apply, Fin.sum_univ_succ]

end

end JointWannierLocalization
```

The projectors select the two basis states, and \(X=\begin{pmatrix}0&1\\1&0\end{pmatrix}\) couples them. Lean confirms the hypotheses and \(\|P_1XP_2\|_F^2=1\). Each state alone has variance 1, while the joint orbitals \((1,\pm1)^T/\sqrt2\) are eigenvectors of \(X\) with variance 0, in agreement with \(1+1-2=0\).

```lean
#print axioms JointWannierLocalization.minimalSpread_add_le_and_eq_iff
```

```
'JointWannierLocalization.minimalSpread_add_le_and_eq_iff' depends on axioms: [propext, Classical.choice, Quot.sound]
```
